# The constraint matrix of an open chain of rigid bonds with equal masses is tridiagonal

For an open chain of `n` bonds joining `n + 1` atoms of unit mass, the constraint matrix collects the inner products of the bond-length gradients, summed over the atoms. The theorem `constraintMatrix_eq` says that, when the bond directions are unit vectors in a real inner product space, this matrix has 2 on the diagonal, minus the cosine of the angle between the bond vectors for neighbouring bonds, and 0 elsewhere. The gradients are given by an explicit formula and are not derived from a length function. The proof pulls the scalar coefficients out of the inner products, uses `sum_incidence_mul` to turn the sum over atoms into a difference between the two ends of one bond, and then checks the cases.

In Lean, a first try:

```lean
import Mathlib

open scoped InnerProductSpace

namespace RigidBondChain

noncomputable section

variable {E : Type*} [NormedAddCommGroup E] [InnerProductSpace ℝ E]

/-- Incidence of bond `i` on atom `k`: `+1` at its end `i + 1`, `-1` at its start `i`, and `0` at
every other atom. -/
def incidence (i k : ℕ) : ℝ := (if k = i + 1 then 1 else 0) - (if k = i then 1 else 0)

/-- Gradient of the length of bond `i` with respect to the position of atom `k`, for a bond
with unit direction `b i`. -/
def bondGradient (b : ℕ → E) (i k : ℕ) : E := incidence i k • b i

/-- Constraint matrix of a chain of `n` bonds and `n + 1` atoms of unit mass: the inner products
of the bond-length gradients, summed over the atoms. -/
def constraintMatrix (b : ℕ → E) (n : ℕ) : Matrix (Fin n) (Fin n) ℝ :=
  fun i j => ∑ k ∈ Finset.range (n + 1), ⟪bondGradient b i k, bondGradient b j k⟫_ℝ

/-- Coupling of bonds `i` and `j`: `2` on the diagonal, minus the cosine of the angle between
unit bond vectors for neighbours, and `0` otherwise. -/
def bondCoupling (b : ℕ → E) (i j : ℕ) : ℝ :=
  if i = j then 2 else if i + 1 = j ∨ j + 1 = i then -⟪b i, b j⟫_ℝ else 0

/-- The tridiagonal matrix of bond couplings for the first `n` bonds. -/
def couplingMatrix (b : ℕ → E) (n : ℕ) : Matrix (Fin n) (Fin n) ℝ :=
  fun i j => bondCoupling b i j

/-- Summing an atomic quantity against the incidence of a bond gives its difference between the
two ends of the bond. -/
theorem sum_incidence_mul (f : ℕ → ℝ) {i n : ℕ} (hi : i < n) :
    ∑ k ∈ Finset.range (n + 1), incidence i k * f k = f (i + 1) - f i := by
  simp only [incidence, sub_mul, ite_mul, one_mul, zero_mul, Finset.sum_sub_distrib,
    Finset.sum_ite_eq', Finset.mem_range]
  rw [if_pos (show i + 1 < n + 1 by omega), if_pos (show i < n + 1 by omega)]

/-- For unit bond vectors the constraint matrix is the tridiagonal matrix of bond couplings. -/
theorem constraintMatrix_eq (b : ℕ → E) (hb : ∀ i, ‖b i‖ = 1) (n : ℕ) :
    constraintMatrix b n = couplingMatrix b n := by
  ext i j
  obtain ⟨i, hi⟩ := i
  obtain ⟨j, hj⟩ := j
  have hself : i = j → ⟪b i, b j⟫_ℝ = 1 := by
    intro h
    rw [← h, real_inner_self_eq_norm_sq, hb, one_pow]
  change ∑ k ∈ Finset.range (n + 1), ⟪bondGradient b i k, bondGradient b j k⟫_ℝ
    = bondCoupling b i j
  simp only [bondGradient, real_inner_smul_left, real_inner_smul_right]
  rw [sum_incidence_mul (fun k => incidence j k * ⟪b i, b j⟫_ℝ) hi]
  simp only [incidence, bondCoupling]
  split_ifs <;> first
    | (exfalso; omega)
    | ring1
    | (rw [hself (by omega)]; norm_num)

end

end RigidBondChain
```

Lean reports:

```
Main.lean:53:6: error: Tactic `rewrite` failed: Did not find an occurrence of the pattern
  ∑ k ∈ Finset.range (n + 1), incidence i k * (incidence j k * ⟪b i, b j⟫_ℝ)
in the target expression
  ∑ k ∈ Finset.range (n + 1), incidence j k * (incidence i k * ⟪b i, b j⟫_ℝ) = bondCoupling b i j

E : Type u_1
inst✝¹ : NormedAddCommGroup E
inst✝ : InnerProductSpace ℝ E
b : ℕ → E
hb : ∀ (i : ℕ), ‖b i‖ = 1
n i : ℕ
hi : i < n
j : ℕ
hj : j < n
hself : i = j → ⟪b i, b j⟫_ℝ = 1
⊢ ∑ k ∈ Finset.range (n + 1), incidence j k * (incidence i k * ⟪b i, b j⟫_ℝ) = bondCoupling b i j
```

The mended proof, as a diff:

```diff
@@ -51,5 +51,5 @@
     = bondCoupling b i j
   simp only [bondGradient, real_inner_smul_left, real_inner_smul_right]
-  rw [sum_incidence_mul (fun k => incidence j k * ⟪b i, b j⟫_ℝ) hi]
+  rw [sum_incidence_mul (fun k => incidence i k * ⟪b i, b j⟫_ℝ) hj]
   simp only [incidence, bondCoupling]
   split_ifs <;> first
```

What went wrong. The error says that `rw` could not find the sum it was given. After `simp only` has pulled the scalars out of the inner product, each summand is `incidence j k * (incidence i k * ⟪b i, b j⟫_ℝ)`, with the coefficient from the right-hand slot outermost. The call to `sum_incidence_mul` was written for the opposite order, with `incidence i k` outside and `incidence j k` inside. The two products are equal by commutativity, but `rw` looks for a syntactic match and does not reorder factors.

The repair applies the lemma to bond `j` instead. The function passed to it now contains `incidence i k`, so the left-hand side of the lemma matches the goal. Since the lemma requires the bond whose incidence is outermost to lie in the chain, the bound supplied changes from `hi : i < n` to `hj : j < n`. The sum then becomes a difference between the two ends of bond `j`, and the case analysis that follows works without change.
